# Three spins 1/2: the squared chirality is (15/4 − S²)/16, and two one-down states have chirality ±√3/4

## Spin operators, chirality and one-down states

Spins are measured in units of $\hbar$. Each spin 1/2 has the components

$$
s_x=\tfrac12\begin{pmatrix}0&1\\1&0\end{pmatrix},\qquad
s_y=\tfrac12\begin{pmatrix}0&-i\\i&0\end{pmatrix},\qquad
s_z=\tfrac12\begin{pmatrix}1&0\\0&-1\end{pmatrix},
$$

where the first basis vector is spin up and the second is spin down. For three spins, $S_j^a$ denotes $s_a$ acting on site $j$ and the identity acting on the other two sites. The total spin is $\mathbf S=\mathbf S_1+\mathbf S_2+\mathbf S_3$, and the scalar chirality is

$$
\chi=\mathbf S_1\cdot(\mathbf S_2\times\mathbf S_3).
$$

Operators on different sites commute, so the order of the factors in each triple product does not matter.

Let $|j\rangle$ be the state with site $j$ down and the other two sites up. A general one-down state is $a|1\rangle+b|2\rangle+c|3\rangle$, written $(a,b,c)$ for short. A primitive cube root of unity is a complex number $w$ with $w^3=1$ and $w\neq1$.

## What chirality says about three coupled spins

There are two results. The first is the operator identity

$$
\chi^2=\frac{1}{16}\left(\frac{15}{4}-S^2\right).
$$

The second is that $(1,w,w^2)$ is an eigenvector of $\chi$ with eigenvalue $\operatorname{Im}(w)/2$. Its size is $\sqrt3/4$, and replacing $w$ by $w^2$ reverses its sign. Both states have $S^2=3/4$, that is, total spin 1/2, so chirality separates two states that $S^2$ and $S_z$ leave degenerate. For an isolated cluster of three spins 1/2, these values give an exact check on a numerical implementation of a three-spin chirality term.

## Squaring the triple product

The spin matrices satisfy

$$
s_a^2=\tfrac14,\qquad s_xs_y=\tfrac i2 s_z,\qquad s_ys_x=-\tfrac i2 s_z,
$$

and the cyclic versions of the last two. Written out, $\chi$ is a sum of six products, one for each assignment of $x,y,z$ to the three sites, with the sign of the permutation:

$$
\chi=\sum_{abc}\varepsilon_{abc}\,S_1^aS_2^bS_3^c .
$$

Squaring gives 36 ordered pairs of products, which fall into three groups.

1. **Equal permutations.** Each of the six pairs gives $(1/4)^3=1/64$, for a total of $3/32$.

2. **Permutations that differ by one exchange.** These have opposite signs and agree on one site. For example, $xyz$ followed by $xzy$ gives
$$
-\,s_x^2\otimes s_ys_z\otimes s_zs_y
=-\tfrac14\cdot\tfrac i2\cdot\left(-\tfrac i2\right)S_2^xS_3^x
=-\tfrac1{16}S_2^xS_3^x .
$$
There are 18 such ordered pairs, two for each pair of sites and each component. Their total is $-\tfrac18\sum_{i<j}\mathbf S_i\cdot\mathbf S_j$.

3. **Permutations that differ by a cyclic shift.** The signs agree, and each product of two terms carries $(i/2)^3$ in one order and $(-i/2)^3$ in the other, multiplying the same operator. The 12 contributions cancel in pairs.

Hence

$$
\chi^2=\frac3{32}-\frac18\sum_{i<j}\mathbf S_i\cdot\mathbf S_j .
$$

Each spin has $\mathbf S_j^2=3/4$, so $S^2=\tfrac94+2\sum_{i<j}\mathbf S_i\cdot\mathbf S_j$. Substituting for the sum,

$$
\chi^2=\frac3{32}-\frac1{16}\left(S^2-\frac94\right)
=\frac{15}{64}-\frac{S^2}{16},
$$

which is the identity.

## Chirality as a difference of cyclic shifts

With $S_j^\pm=S_j^x\pm iS_j^y$,

$$
S_j^xS_k^y-S_j^yS_k^x=\tfrac i2\left(S_j^+S_k^--S_j^-S_k^+\right),
$$

and $\chi$ is the sum of $S_l^z$ times this expression over the cyclic orders $(l,j,k)=(1,2,3),(2,3,1),(3,1,2)$.

Apply it to $|1\rangle$. The term with $l=1$ vanishes because sites 2 and 3 are both up. The term with $l=2$ moves the down spin to site 3 and gives $-\tfrac i4|3\rangle$. The term with $l=3$ moves it to site 2 and gives $+\tfrac i4|2\rangle$. The other two basis states follow by cyclic relabelling:

$$
\chi|1\rangle=\tfrac i4(|2\rangle-|3\rangle),\quad
\chi|2\rangle=\tfrac i4(|3\rangle-|1\rangle),\quad
\chi|3\rangle=\tfrac i4(|1\rangle-|2\rangle).
$$

Collecting amplitudes,

$$
\chi(a,b,c)=\tfrac i4\,(c-b,\;a-c,\;b-a).
$$

## The eigenvalues from a cube root of unity

Put $(a,b,c)=(1,w,w^2)$. Since $w^3=1$,

$$
(w^2-w,\;1-w^2,\;w-1)=(w^2-w)\,(1,w,w^2),
$$

so the eigenvalue is $k=\tfrac i4(w^2-w)$.

To evaluate it, factor $w^3-1=(w-1)(w^2+w+1)$. As $w\neq1$, we have $w^2+w+1=0$. With $w=x+iy$, the real and imaginary parts are

$$
x^2-y^2+x+1=0,\qquad y(2x+1)=0.
$$

If $y=0$, the first equation has no real solution. So $x=-\tfrac12$ and $y^2=\tfrac34$. Then $w^2=-1-w=-\tfrac12-iy$, which gives $w^2-w=-2iy$ and

$$
k=\frac{y}{2}=\frac{\operatorname{Im}w}{2},\qquad |k|=\frac{\sqrt3}{4}.
$$

The number $w^2$ is also a primitive cube root and has imaginary part $-y$, so its state has eigenvalue $-k$. The vectors as written have norm $\sqrt3$; the normalised states are $(1,w,w^2)/\sqrt3$ and $(1,w^2,w)/\sqrt3$, with the same eigenvalues.

Finally, if $\chi v=kv$, the operator identity gives $S^2v=(15/4-16k^2)v$. Here $k^2=3/16$, so $S^2v=\tfrac34v$.

## Two roots of unity that fail

Primitivity requires both $w^3=1$ and $w\neq1$.

- With $w=1$, the state $(1,1,1)$ is still an eigenvector, but its eigenvalue is $0$ and not $\pm\sqrt3/4$. The operator identity then gives $S^2=15/4$, so this state has total spin 3/2.
- With $w=-1$, which is not a cube root of unity, $\chi(1,-1,1)=\tfrac i4(2,0,-2)$. This is not a multiple of $(1,-1,1)$, so the state is not an eigenvector.

## The definitions and theorems in Lean

```lean
import Mathlib

open Matrix
open scoped Kronecker

namespace ThreeSpinChirality

noncomputable section

/-- Operators on one spin 1/2; index 0 is spin up and index 1 is spin down. -/
abbrev Op1 := Matrix (Fin 2) (Fin 2) ℂ

/-- Operators on three spins 1/2. -/
abbrev Op3 := Matrix (Fin 2 × Fin 2 × Fin 2) (Fin 2 × Fin 2 × Fin 2) ℂ

/-- The x component of a spin 1/2, in units of ħ. -/
def sx : Op1 := !![0, 1 / 2; 1 / 2, 0]

/-- The y component of a spin 1/2, in units of ħ. -/
def sy : Op1 := !![0, -(Complex.I / 2); Complex.I / 2, 0]

/-- The z component of a spin 1/2, in units of ħ. -/
def sz : Op1 := !![1 / 2, 0; 0, -(1 / 2)]

/-- The product operator acting with `a`, `b`, `c` on spins 1, 2, 3. -/
def prod3 (a b c : Op1) : Op3 := a ⊗ₖ (b ⊗ₖ c)

/-- A one-spin operator acting on spin 1. -/
def site1 (a : Op1) : Op3 := prod3 a 1 1

/-- A one-spin operator acting on spin 2. -/
def site2 (a : Op1) : Op3 := prod3 1 a 1

/-- A one-spin operator acting on spin 3. -/
def site3 (a : Op1) : Op3 := prod3 1 1 a

/-- The scalar chirality S₁ · (S₂ × S₃). -/
def chirality : Op3 :=
  site1 sx * (site2 sy * site3 sz - site2 sz * site3 sy)
    + site1 sy * (site2 sz * site3 sx - site2 sx * site3 sz)
    + site1 sz * (site2 sx * site3 sy - site2 sy * site3 sx)

/-- The square of the total spin S = S₁ + S₂ + S₃. -/
def totalSq : Op3 :=
  (site1 sx + site2 sx + site3 sx) ^ 2 + (site1 sy + site2 sy + site3 sy) ^ 2
    + (site1 sz + site2 sz + site3 sz) ^ 2

/-- The state with one spin down, with amplitudes `a`, `b`, `c` for the down spin
to sit on site 1, 2, 3. -/
def oneDown (a b c : ℂ) : Fin 2 × Fin 2 × Fin 2 → ℂ := fun p =>
  if p = (1, 0, 0) then a else if p = (0, 1, 0) then b else if p = (0, 0, 1) then c else 0

/-- The multiplication table of the spin-1/2 matrices. -/
theorem spin_table :
    sx * sx = (1 / 4 : ℂ) • (1 : Op1) ∧ sy * sy = (1 / 4 : ℂ) • (1 : Op1) ∧
    sz * sz = (1 / 4 : ℂ) • (1 : Op1) ∧
    sx * sy = (Complex.I / 2) • sz ∧ sy * sx = (-(Complex.I / 2)) • sz ∧
    sy * sz = (Complex.I / 2) • sx ∧ sz * sy = (-(Complex.I / 2)) • sx ∧
    sz * sx = (Complex.I / 2) • sy ∧ sx * sz = (-(Complex.I / 2)) • sy := by
  refine ⟨?_, ?_, ?_, ?_, ?_, ?_, ?_, ?_, ?_⟩ <;> ext i j <;> fin_cases i <;> fin_cases j <;>
    simp [sx, sy, sz, Matrix.mul_apply, Fin.sum_univ_two] <;>
    first
      | ring1
      | linear_combination (1 / 4 : ℂ) * Complex.I_sq
      | linear_combination (-1 / 4 : ℂ) * Complex.I_sq

/-- Product operators multiply spin by spin. -/
theorem prod3_mul (a b c a' b' c' : Op1) :
    prod3 a b c * prod3 a' b' c' = prod3 (a * a') (b * b') (c * c') := by
  simp only [prod3, Matrix.mul_kronecker_mul]

/-- A number multiplying any one factor multiplies the whole product operator. -/
theorem prod3_smul (r : ℂ) (a b c : Op1) :
    prod3 (r • a) b c = r • prod3 a b c ∧ prod3 a (r • b) c = r • prod3 a b c ∧
    prod3 a b (r • c) = r • prod3 a b c := by
  refine ⟨?_, ?_, ?_⟩ <;> ext i j <;>
    simp only [prod3, Matrix.smul_apply, Matrix.kroneckerMap_apply, smul_eq_mul] <;> ring

/-- The chirality is the antisymmetrised sum of the six products of x, y and z components. -/
theorem chirality_eq : chirality =
    prod3 sx sy sz - prod3 sx sz sy + (prod3 sy sz sx - prod3 sy sx sz)
      + (prod3 sz sx sy - prod3 sz sy sx) := by
  simp only [chirality, site1, site2, site3, mul_sub, prod3_mul, one_mul, mul_one]

/-- The squared chirality is fixed by the total spin: χ² = (15/4 - S²)/16. -/
theorem chirality_sq :
    chirality ^ 2 = (1 / 16 : ℂ) • ((15 / 4 : ℂ) • (1 : Op3) - totalSq) := by
  have h1 : (1 : Op3) = prod3 1 1 1 := by simp [prod3]

  rw [chirality_eq, totalSq, h1]
  -- expand both sides into product operators
  simp only [site1, site2, site3, pow_two, mul_add, add_mul, mul_sub, sub_mul, prod3_mul,
    one_mul, mul_one, spin_table, prod3_smul]
  -- compare the coefficients of each product operator
  match_scalars <;> (try ring_nf) <;> (try simp only [Complex.I_sq]) <;> (try ring_nf)

/-- An eigenvector of the chirality with eigenvalue `k` is an eigenvector of S²
with eigenvalue 15/4 - 16 k². -/
theorem totalSq_of_chirality (v : Fin 2 × Fin 2 × Fin 2 → ℂ) (k : ℂ)
    (hv : chirality *ᵥ v = k • v) : totalSq *ᵥ v = (15 / 4 - 16 * k ^ 2) • v := by
  have h : totalSq = (15 / 4 : ℂ) • (1 : Op3) - (16 : ℂ) • (chirality * chirality) := by
    rw [← pow_two, chirality_sq]
    module
  rw [h, Matrix.sub_mulVec, Matrix.smul_mulVec, Matrix.smul_mulVec, Matrix.one_mulVec,
    ← Matrix.mulVec_mulVec, hv, Matrix.mulVec_smul, hv]
  module

/-- On states with one spin down, the chirality is i/4 times the difference of the two
cyclic shifts of the amplitudes. -/
theorem chirality_oneDown (a b c : ℂ) :
    chirality *ᵥ oneDown a b c = (Complex.I / 4) • oneDown (c - b) (a - c) (b - a) := by
  rw [chirality_eq]
  ext ⟨i, j, k⟩
  fin_cases i <;> fin_cases j <;> fin_cases k <;>
    simp [Matrix.mulVec, dotProduct, Fintype.sum_prod_type, Fin.sum_univ_two, prod3,
      Matrix.kroneckerMap_apply, oneDown, sx, sy, sz] <;> ring

/-- A primitive cube root of unity satisfies w² + w + 1 = 0, has real part -1/2, and
the square of its imaginary part is 3/4. -/
theorem cube_root_parts {w : ℂ} (hw : IsPrimitiveRoot w 3) :
    w ^ 2 + w + 1 = 0 ∧ w.re = -1 / 2 ∧ w.im ^ 2 = 3 / 4 := by
  have h3 : w ^ 3 = 1 := hw.pow_eq_one
  have hne : w - 1 ≠ 0 := sub_ne_zero.mpr (hw.ne_one (by norm_num))
  have h0 : w ^ 2 + w + 1 = 0 := by
    apply mul_left_cancel₀ hne
    linear_combination h3
  have hr := congrArg Complex.re h0
  have hi := congrArg Complex.im h0
  simp only [pow_two, Complex.add_re, Complex.mul_re, Complex.one_re, Complex.zero_re] at hr
  simp only [pow_two, Complex.add_im, Complex.mul_im, Complex.one_im, Complex.zero_im] at hi
  have him : w.im ≠ 0 := by
    intro h
    rw [h] at hr
    nlinarith [sq_nonneg (w.re + 1 / 2)]
  have hre : w.re = -1 / 2 := by
    apply mul_left_cancel₀ him
    linarith
  refine ⟨h0, hre, ?_⟩
  rw [hre] at hr
  linarith

/-- For a primitive cube root of unity w, the one-down state with amplitudes (1, w, w²)
is an eigenvector of the chirality with eigenvalue Im(w)/2. -/
theorem chirality_eigen {w : ℂ} (hw : IsPrimitiveRoot w 3) :
    chirality *ᵥ oneDown 1 w (w ^ 2) = ((w.im : ℂ) / 2) • oneDown 1 w (w ^ 2) := by
  obtain ⟨h0, hre, -⟩ := cube_root_parts hw
  have h3 : w ^ 3 = 1 := hw.pow_eq_one
  have hc := Complex.re_add_im w
  rw [hre] at hc
  push_cast at hc
  have key : (w.im : ℂ) / 2 = Complex.I / 4 * (w ^ 2 - w) := by
    linear_combination (-Complex.I / 4) * h0 - (Complex.I / 2) * hc
      + ((w.im : ℂ) / 2) * Complex.I_sq
  have hs : ∀ k a b c : ℂ, k • oneDown a b c = oneDown (k * a) (k * b) (k * c) := by
    intro k a b c
    ext p
    simp only [oneDown, Pi.smul_apply, smul_eq_mul, mul_ite, mul_zero]
  -- a cyclic shift multiplies the amplitudes by a power of w
  rw [chirality_oneDown, key, hs, hs]
  congr 1
  · ring
  · linear_combination (-(Complex.I / 4)) * h3
  · linear_combination (-(Complex.I / 4)) * (w - 1) * h3

/-- For a primitive cube root of unity w, the one-down states built from w and w² are nonzero
eigenvectors of the chirality with opposite real eigenvalues of size √3/4. -/
theorem chiral_pair {w : ℂ} (hw : IsPrimitiveRoot w 3) :
    ∃ k : ℝ, |k| = √3 / 4 ∧
      oneDown 1 w (w ^ 2) ≠ 0 ∧ oneDown 1 (w ^ 2) ((w ^ 2) ^ 2) ≠ 0 ∧
      chirality *ᵥ oneDown 1 w (w ^ 2) = (k : ℂ) • oneDown 1 w (w ^ 2) ∧
      chirality *ᵥ oneDown 1 (w ^ 2) ((w ^ 2) ^ 2)
        = (-k : ℂ) • oneDown 1 (w ^ 2) ((w ^ 2) ^ 2) := by
  obtain ⟨h0, -, him⟩ := cube_root_parts hw
  have hne : ∀ b c : ℂ, oneDown 1 b c ≠ 0 := by
    intro b c h
    have := congrFun h (1, 0, 0)
    simp [oneDown] at this
  have hsqrt : √3 = 2 * |w.im| := by
    rw [show (3 : ℝ) = (2 * |w.im|) ^ 2 by rw [mul_pow, sq_abs]; linarith]
    exact Real.sqrt_sq (by positivity)
  -- squaring w reverses its imaginary part
  have hconj : (w ^ 2).im = -w.im := by
    have h : w ^ 2 = -1 - w := by linear_combination h0
    rw [h]
    simp
  refine ⟨w.im / 2, ?_, hne _ _, hne _ _, ?_, ?_⟩
  · rw [hsqrt, abs_div, abs_two]
    ring
  · rw [chirality_eigen hw]
    push_cast
    rfl
  · rw [chirality_eigen (hw.pow_of_coprime 2 (by norm_num)), hconj]
    congr 1
    push_cast
    ring

/-- For a primitive cube root of unity w, the one-down state with amplitudes (1, w, w²) is an
eigenvector of S² with eigenvalue 3/4. -/
theorem chiral_totalSq {w : ℂ} (hw : IsPrimitiveRoot w 3) :
    totalSq *ᵥ oneDown 1 w (w ^ 2) = (3 / 4 : ℂ) • oneDown 1 w (w ^ 2) := by
  have him : (w.im : ℂ) ^ 2 = 3 / 4 := by
    have h := congrArg (fun x : ℝ => (x : ℂ)) (cube_root_parts hw).2.2
    push_cast at h
    exact h
  rw [totalSq_of_chirality _ _ (chirality_eigen hw)]
  congr 1
  linear_combination (-4 : ℂ) * him

end

end ThreeSpinChirality
```

```lean
#print axioms ThreeSpinChirality.chirality_oneDown
-- 'ThreeSpinChirality.chirality_oneDown' depends on axioms: [propext, Classical.choice, Quot.sound]
#print axioms ThreeSpinChirality.chiral_pair
-- 'ThreeSpinChirality.chiral_pair' depends on axioms: [propext, Classical.choice, Quot.sound]
#print axioms ThreeSpinChirality.chiral_totalSq
-- 'ThreeSpinChirality.chiral_totalSq' depends on axioms: [propext, Classical.choice, Quot.sound]
```

## Reading the formal statements

`Op1` is the type of complex 2×2 matrices, and `Op3` that of complex matrices indexed by triples from `Fin 2 × Fin 2 × Fin 2`. Index 0 means up and 1 means down, so `(1, 0, 0)` is the basis state $|1\rangle$. Product operators are Kronecker products, and `site1`, `site2`, `site3` place a one-spin operator on its site. `chirality` and `totalSq` are the expressions for $\chi$ and $S^2$ in these site operators, and `*ᵥ` is the action of a matrix on a state vector.

`chirality_sq` is an equality of operators on the whole eight-dimensional space and has no hypotheses. `totalSq_of_chirality` holds for any vector that satisfies the eigenvalue equation of $\chi$. In the theorems about $(1,w,w^2)$, `IsPrimitiveRoot w 3` is the condition on $w$. `chirality_eigen` gives the eigenvalue as `(w.im : ℂ) / 2`, which fixes the sign for each choice of root. `chiral_pair` provides a real `k` with `|k| = √3 / 4`, the eigenvalue equations for `k` and `-k`, and the fact that both vectors are nonzero. `chiral_totalSq` gives $S^2=3/4$ for every primitive root, and therefore for the state built from $w^2$ as well.

The model contains three fixed spins without orbital motion. No Hamiltonian enters. The eigenvectors given explicitly all have exactly one spin down, and the theorems do not list the full spectrum of $\chi$.

## How the proof follows the calculation

**The operator identity.** `spin_table` checks the nine products of spin matrices entry by entry. `prod3_mul` says that product operators multiply site by site, and `prod3_smul` moves numerical factors to the front. `chirality_eq` is the six-term expansion. In `chirality_sq`, `simp only` uses these facts to expand both sides into product operators. `match_scalars` then reduces the equality to one equation for each coefficient, and `ring_nf` with $i^2=-1$ settles them. This does the work of the three groups of pairs above, without sorting them first.

**From chirality to total spin.** `totalSq_of_chirality` solves the identity for $S^2$ and applies $\chi$ twice to the eigenvector.

**The cyclic shifts.** `chirality_oneDown` compares all eight components of the two vectors by direct matrix multiplication, where the derivation above used ladder operators. The five components outside the one-down sector are thereby shown to vanish.

**The cube root.** `cube_root_parts` cancels the nonzero factor $w-1$, separates real and imaginary parts, and excludes $\operatorname{Im}w=0$ because $x^2+x+1$ is positive for real $x$. In `chirality_eigen`, the equation `key` is $\operatorname{Im}(w)/2=\tfrac i4(w^2-w)$, and the last three goals are the three amplitude equations, with $w^3=1$ supplied where it is needed.

**The opposite pair.** `chiral_pair` takes $k=\operatorname{Im}(w)/2$ and obtains its size from $\sqrt3=2|\operatorname{Im}w|$. The vectors are nonzero because their amplitude on $|1\rangle$ is 1. Since 2 and 3 are coprime, $w^2$ is again primitive, so `chirality_eigen` applies to it, and `hconj` supplies the reversed sign. `chiral_totalSq` then inserts $(\operatorname{Im}w)^2=3/4$ into the relation between $k$ and $S^2$.
